# Two-sided rational Krylov projection matches a response function and its first derivative at the shift

## The response and its projected model

The scalars $\mathbb K$ are either the real or the complex numbers, which `RCLike 𝕜` covers together. The finite index type `n` labels the full space and `r` the reduced one. In a physical model, `n` might label the orbitals of a finite orthonormal basis.

In Lean 4 with Mathlib:

```lean
import Mathlib

open Matrix Filter Topology

namespace RationalKrylov

noncomputable section

variable {𝕜 : Type*} [RCLike 𝕜] {n r : Type*} [Fintype n] [DecidableEq n]
  [Fintype r] [DecidableEq r]
```

Let $A$ be a square matrix on the full space and $z$ a scalar, read as an energy or frequency. The shifted matrix is $z-A$, with $z$ multiplying the identity.

```lean
/-- The shifted matrix `z - A`. -/
abbrev pencil (A : Matrix n n 𝕜) (z : 𝕜) : Matrix n n 𝕜 := z • (1 : Matrix n n 𝕜) - A
```

Its inverse is the resolvent, or Green's function, $G_A(z)=(z-A)^{-1}$.

```lean
/-- The resolvent (Green's function) `(z - A)⁻¹`. -/
def green (A : Matrix n n 𝕜) (z : 𝕜) : Matrix n n 𝕜 := (pencil A z)⁻¹
```

A source vector $b$ and a probe vector $c$ turn the resolvent into a scalar function,

$$f(z)=c^{\mathsf T}(z-A)^{-1}b .$$

The product `⬝ᵥ` is bilinear: nothing is conjugated, even over the complex numbers. To obtain a matrix element with a complex bra, one puts the conjugated components into $c$.

```lean
/-- The response function `cᵀ (z - A)⁻¹ b`. -/
def response (A : Matrix n n 𝕜) (b c : n → 𝕜) (z : 𝕜) : 𝕜 := c ⬝ᵥ (green A z *ᵥ b)
```

Two rectangular matrices $V$ and $W$, with rows indexed by `n` and columns by `r`, hold the trial and test vectors. They define the projected matrix $H=W^{\mathsf T}AV$.

```lean
/-- The projected matrix `H = Wᵀ A V`. -/
def reduced (A : Matrix n n 𝕜) (V W : Matrix n r 𝕜) : Matrix r r 𝕜 := Wᵀ * A * V
```

The reduced model has matrix $H$, source $W^{\mathsf T}b$ and probe $V^{\mathsf T}c$, so its response is

$$\hat f(z)=c^{\mathsf T}V(z-H)^{-1}W^{\mathsf T}b .$$

```lean
/-- The response `cᵀ V (z - H)⁻¹ Wᵀ b` of the projected model. -/
def reducedResponse (A : Matrix n n 𝕜) (V W : Matrix n r 𝕜) (b c : n → 𝕜) (z : 𝕜) : 𝕜 :=
  response (reduced A V W) (Wᵀ *ᵥ b) (Vᵀ *ᵥ c) z
```

One rule of bilinear algebra is used in the matching proofs: $u^{\mathsf T}(Mv)=(M^{\mathsf T}u)^{\mathsf T}v$, for any rectangular $M$ and vectors $u,v$ of matching size.

```lean
/-- A matrix moves across the bilinear dot product as its transpose. -/
theorem dot_mulVec {m k : Type*} [Fintype m] [Fintype k] (u : m → 𝕜) (M : Matrix m k 𝕜)
    (v : k → 𝕜) : u ⬝ᵥ (M *ᵥ v) = (Mᵀ *ᵥ u) ⬝ᵥ v := by
  rw [Matrix.dotProduct_mulVec, Matrix.mulVec_transpose]
```

## The derivative of the response

Fix a shift $s$. If $z-A$ and $s-A$ are both invertible, then

$$G_A(z)-G_A(s)=G_A(z)\big[(s-A)-(z-A)\big]G_A(s)=(s-z)\,G_A(z)G_A(s).$$

Invertibility is expressed as a nonzero determinant. The `calc` block inserts the two identity matrices and then expands the products.

```lean
/-- The resolvent identity: if `z - A` and `s - A` are invertible, the difference of the resolvents
at `z` and `s` is `(s - z)` times their product. -/
theorem resolvent_identity (A : Matrix n n 𝕜) {z s : 𝕜} (hz : (pencil A z).det ≠ 0)
    (hs : (pencil A s).det ≠ 0) :
    green A z - green A s = (s - z) • (green A z * green A s) := by
  have h1 : green A z * pencil A z = 1 := Matrix.nonsing_inv_mul _ (isUnit_iff_ne_zero.mpr hz)
  have h2 : pencil A s * green A s = 1 := Matrix.mul_nonsing_inv _ (isUnit_iff_ne_zero.mpr hs)
  calc green A z - green A s
      = green A z * (pencil A s * green A s) - (green A z * pencil A z) * green A s := by
        rw [h1, h2, Matrix.mul_one, Matrix.one_mul]
    _ = (s - z) • (green A z * green A s) := by
        simp only [pencil, Matrix.sub_mul, Matrix.mul_sub, Matrix.smul_mul, Matrix.mul_smul,
          Matrix.one_mul, Matrix.mul_one, Matrix.mul_assoc]
        module
```

Sandwiching this identity between $c^{\mathsf T}$ and $b$ and dividing by $z-s$ gives

$$\frac{f(z)-f(s)}{z-s}=-c^{\mathsf T}G_A(z)G_A(s)b\;\longrightarrow\;-c^{\mathsf T}G_A(s)^2b\qquad(z\to s).$$

The limit requires $G_A$ to be continuous at $s$. This follows from $G_A(z)=\operatorname{adj}(z-A)/\det(z-A)$, whose numerator and denominator are polynomials in $z$, with the denominator nonzero at $s$. It is also nonzero near $s$, so the resolvent identity applies to all nearby $z$.

In the proof, `hG` is the continuity of the resolvent and `hlim` the limit. The `filter_upwards` step restricts attention to $z\ne s$ with $z-A$ invertible, where `hd` supplies the numerator of the difference quotient. Over the complex numbers the result is a complex derivative.

```lean
/-- Where `s - A` is invertible, the response function has derivative `-cᵀ (s - A)⁻² b`. -/
theorem response_hasDerivAt (A : Matrix n n 𝕜) (b c : n → 𝕜) {s : 𝕜}
    (hs : (pencil A s).det ≠ 0) :
    HasDerivAt (response A b c) (-(c ⬝ᵥ (green A s *ᵥ (green A s *ᵥ b)))) s := by
  have hM : Continuous fun z : 𝕜 => pencil A z :=
    (continuous_id.smul continuous_const).sub continuous_const
  have hdet : Continuous fun z : 𝕜 => (pencil A z).det := hM.matrix_det
  -- the resolvent is continuous at `s`, by the adjugate formula
  have hG : ContinuousAt (fun z : 𝕜 => green A z) s := by
    simp only [green, Matrix.inv_def, Ring.inverse_eq_inv']
    exact (hdet.continuousAt.inv₀ hs).smul hM.matrix_adjugate.continuousAt
  have hL : Continuous fun M : Matrix n n 𝕜 => -(c ⬝ᵥ (M *ᵥ (green A s *ᵥ b))) := by
    generalize green A s *ᵥ b = v
    simp only [dotProduct, Matrix.mulVec]
    exact (continuous_finsetSum _ fun i _ => continuous_const.mul
      (continuous_finsetSum _ fun j _ =>
        (continuous_id.matrix_elem i j).mul continuous_const)).neg
  have hlim : Tendsto (fun z => -(c ⬝ᵥ (green A z *ᵥ (green A s *ᵥ b)))) (𝓝[≠] s)
      (𝓝 (-(c ⬝ᵥ (green A s *ᵥ (green A s *ᵥ b))))) :=
    (hL.continuousAt.tendsto.comp hG.tendsto).mono_left nhdsWithin_le_nhds
  rw [hasDerivAt_iff_tendsto_slope]
  refine hlim.congr' ?_
  -- the difference quotient is given by the resolvent identity
  filter_upwards [self_mem_nhdsWithin,
    nhdsWithin_le_nhds (hdet.continuousAt.eventually_ne hs)] with z hz hzd
  have hz' : z ≠ s := hz
  have hd : response A b c z - response A b c s
      = (s - z) * (c ⬝ᵥ (green A z *ᵥ (green A s *ᵥ b))) := by
    unfold response
    rw [← dotProduct_sub, ← Matrix.sub_mulVec, resolvent_identity A hzd hs,
      Matrix.smul_mulVec, dotProduct_smul, smul_eq_mul, Matrix.mulVec_mulVec]
  rw [slope_def_field, hd, eq_div_iff (sub_ne_zero.mpr hz')]
  ring
```

## Matching the value with one range condition

Assume that $W^{\mathsf T}V=1$, that $s-A$ and $s-H$ are invertible, and that the full solution lies in the trial space: $Vx=(s-A)^{-1}b$ for some $x$. Then $(s-A)Vx=b$, and multiplication by $W^{\mathsf T}$ gives

$$W^{\mathsf T}b=W^{\mathsf T}(s-A)Vx=(s\,W^{\mathsf T}V-H)x=(s-H)x .$$

Hence $x=(s-H)^{-1}W^{\mathsf T}b$: the reduced equation returns the coordinates of the exact solution. In the proof, `hb` is $(s-A)Vx=b$, `key` is $W^{\mathsf T}(s-A)V=s-H$ and `hp` is $W^{\mathsf T}b=(s-H)x$.

Invertibility of $s-H$ is assumed, not derived. Physically, it says that the reduced model has no eigenvalue at the shift, which the invertibility of $s-A$ does not ensure for a general projection.

```lean
/-- If `Wᵀ V = 1`, `s - A` and `s - H` are invertible, and `V x` is the full solution `(s - A)⁻¹ b`,
then `x` is the solution `(s - H)⁻¹ Wᵀ b` of the projected equation. -/
theorem projected_solution {A : Matrix n n 𝕜} {V W : Matrix n r 𝕜} {b : n → 𝕜} {s : 𝕜}
    {x : r → 𝕜} (hWV : Wᵀ * V = 1) (hA : (pencil A s).det ≠ 0)
    (hH : (pencil (reduced A V W) s).det ≠ 0) (hx : V *ᵥ x = green A s *ᵥ b) :
    x = green (reduced A V W) s *ᵥ (Wᵀ *ᵥ b) := by
  have hb : pencil A s *ᵥ (V *ᵥ x) = b := by
    rw [hx, green, Matrix.mulVec_mulVec,
      Matrix.mul_nonsing_inv _ (isUnit_iff_ne_zero.mpr hA), Matrix.one_mulVec]
  have key : Wᵀ * pencil A s * V = pencil (reduced A V W) s := by
    simp only [pencil, reduced, Matrix.mul_sub, Matrix.sub_mul, Matrix.mul_smul,
      Matrix.smul_mul, Matrix.mul_one, hWV]
  have hp : Wᵀ *ᵥ b = pencil (reduced A V W) s *ᵥ x := by
    rw [← hb, ← key, Matrix.mulVec_mulVec, Matrix.mulVec_mulVec, Matrix.mul_assoc]
  rw [hp, green, Matrix.mulVec_mulVec,
    Matrix.nonsing_inv_mul _ (isUnit_iff_ne_zero.mpr hH), Matrix.one_mulVec]
```

The values now agree for every probe $c$:

$$f(s)=c^{\mathsf T}Vx=(V^{\mathsf T}c)^{\mathsf T}(s-H)^{-1}W^{\mathsf T}b=\hat f(s).$$

The range condition is written as membership in `Set.range V.mulVec`, the set of all vectors $Vx$.

```lean
/-- If `Wᵀ V = 1`, `s - A` and `s - H` are invertible, and the range of `V` contains `(s - A)⁻¹ b`,
then the full and reduced responses have the same value at `s`. -/
theorem value_match {A : Matrix n n 𝕜} {V W : Matrix n r 𝕜} {b : n → 𝕜} (c : n → 𝕜) {s : 𝕜}
    (hWV : Wᵀ * V = 1) (hA : (pencil A s).det ≠ 0)
    (hH : (pencil (reduced A V W) s).det ≠ 0)
    (hb : green A s *ᵥ b ∈ Set.range V.mulVec) :
    response A b c s = reducedResponse A V W b c s := by
  obtain ⟨x, hx⟩ := hb
  unfold reducedResponse response
  rw [← projected_solution hWV hA hH hx, ← hx, dot_mulVec]
```

## Matching the derivative with two range conditions

Assume in addition the left range condition, that the test space contains the transposed solution: $Wy=(s-A^{\mathsf T})^{-1}c$ for some $y$. Transposing $W^{\mathsf T}V=1$ gives $V^{\mathsf T}W=1$, and $V^{\mathsf T}A^{\mathsf T}W=H^{\mathsf T}$. The previous argument, with $A^{\mathsf T}$ in place of $A$ and the roles of $V$ and $W$ exchanged, yields

$$y=(s-H^{\mathsf T})^{-1}V^{\mathsf T}c .$$

The quantity in the full derivative is therefore

$$c^{\mathsf T}(s-A)^{-2}b=(Wy)^{\mathsf T}(Vx)=y^{\mathsf T}W^{\mathsf T}Vx=y^{\mathsf T}x ,$$

and the one in the reduced derivative is

$$c^{\mathsf T}V(s-H)^{-2}W^{\mathsf T}b=y^{\mathsf T}x .$$

Both derivatives equal $-y^{\mathsf T}x$. The theorem states this as a single number `d` that is the derivative of both functions at `s`. In the proof, `ex` and `ey` are the formulas for $x$ and $y$, while `full` and `small` are the last two displays.

```lean
/-- Two-sided rational Krylov projection: if `Wᵀ V = 1`, `s - A` and `s - H` are invertible, and the
ranges of `V` and `W` contain `(s - A)⁻¹ b` and `(s - Aᵀ)⁻¹ c`, the full and reduced responses agree
in value and first derivative at `s`. -/
theorem hermite_match {A : Matrix n n 𝕜} {V W : Matrix n r 𝕜} {b c : n → 𝕜} {s : 𝕜}
    (hWV : Wᵀ * V = 1) (hA : (pencil A s).det ≠ 0)
    (hH : (pencil (reduced A V W) s).det ≠ 0)
    (hb : green A s *ᵥ b ∈ Set.range V.mulVec)
    (hc : green Aᵀ s *ᵥ c ∈ Set.range W.mulVec) :
    response A b c s = reducedResponse A V W b c s ∧
    ∃ d : 𝕜, HasDerivAt (response A b c) d s ∧
      HasDerivAt (reducedResponse A V W b c) d s := by
  refine ⟨value_match c hWV hA hH hb, _, response_hasDerivAt A b c hA, ?_⟩
  obtain ⟨x, hx⟩ := hb
  obtain ⟨y, hy⟩ := hc
  have hVW : Vᵀ * W = 1 := by
    have h := congrArg Matrix.transpose hWV
    simpa [Matrix.transpose_mul] using h
  have hred : reduced Aᵀ W V = (reduced A V W)ᵀ := by
    simp [reduced, Matrix.transpose_mul, Matrix.mul_assoc]
  have hAt : (pencil Aᵀ s).det ≠ 0 := by
    have h : pencil Aᵀ s = (pencil A s)ᵀ := by simp [pencil]
    rwa [h, Matrix.det_transpose]
  have hHt : (pencil (reduced Aᵀ W V) s).det ≠ 0 := by
    have h : pencil (reduced Aᵀ W V) s = (pencil (reduced A V W) s)ᵀ := by
      simp [pencil, hred]
    rwa [h, Matrix.det_transpose]
  have ex := projected_solution hWV hA hH hx
  have ey := projected_solution hVW hAt hHt hy
  have g1 : (green A s)ᵀ = green Aᵀ s := by
    simp [green, pencil, Matrix.transpose_nonsing_inv]
  have g2 : (green (reduced A V W) s)ᵀ = green (reduced Aᵀ W V) s := by
    simp [green, pencil, hred, Matrix.transpose_nonsing_inv]
  -- both second-order resolvent moments equal `yᵀ x`
  have full : c ⬝ᵥ (green A s *ᵥ (green A s *ᵥ b)) = y ⬝ᵥ x := by
    rw [dot_mulVec, g1, ← hy, ← hx, dot_mulVec, Matrix.mulVec_mulVec, hVW,
      Matrix.one_mulVec]
  have small : (Vᵀ *ᵥ c) ⬝ᵥ (green (reduced A V W) s *ᵥ
      (green (reduced A V W) s *ᵥ (Wᵀ *ᵥ b))) = y ⬝ᵥ x := by
    rw [← ex, dot_mulVec, g2, ← ey]
  rw [full, ← small]
  exact response_hasDerivAt (reduced A V W) (Wᵀ *ᵥ b) (Vᵀ *ᵥ c) hH
```

For a finite non-interacting electron model, this means that a Green's function matrix element can be reproduced to first order at a chosen energy by a smaller matrix, provided the two linear solves at that energy are represented in bases with $W^{\mathsf T}V=1$ and the reduced model has no eigenvalue there. A two-sided rational Krylov method builds the trial space from solutions $(s-A)^{-1}b$ and the test space from solutions $(s-A^{\mathsf T})^{-1}c$ at chosen shifts $s$. The theorem takes $V$ and $W$ as given in exact arithmetic. It does not construct them or bound the error away from $s$. With several shifts, it applies separately at each one where its hypotheses hold.

If $A^{\mathsf T}=A$, $c=b$ and $W=V$, the two range conditions coincide, so one solve suffices. For real matrices this is the usual orthogonal projection of a symmetric Hamiltonian. Over the complex numbers the hypotheses are $A^{\mathsf T}=A$ and $V^{\mathsf T}V=1$, which differ from Hermiticity and unitary orthonormality.

```lean
/-- For symmetric `A`, equal source and probe `b`, and `W = V` with `Vᵀ V = 1`, where `s - A` and `s
- H` are invertible, the single range condition that the range of `V` contains `(s - A)⁻¹ b` gives
agreement in value and first derivative. -/
theorem symmetric_match {A : Matrix n n 𝕜} {V : Matrix n r 𝕜} {b : n → 𝕜} {s : 𝕜}
    (hS : Aᵀ = A) (hV : Vᵀ * V = 1) (hA : (pencil A s).det ≠ 0)
    (hH : (pencil (reduced A V V) s).det ≠ 0)
    (hb : green A s *ᵥ b ∈ Set.range V.mulVec) :
    response A b b s = reducedResponse A V V b b s ∧
    ∃ d : 𝕜, HasDerivAt (response A b b) d s ∧
      HasDerivAt (reducedResponse A V V b b) d s :=
  hermite_match hV hA hH hb (by rw [hS]; exact hb)
```

## Two coupled levels with an exact error

Consider two degenerate levels at energy zero with unit coupling,

$$A=\begin{pmatrix}0&1\\1&0\end{pmatrix}.$$

```lean
/-- Two degenerate levels with unit coupling. -/
def pairA : Matrix (Fin 2) (Fin 2) ℝ := !![0, 1; 1, 0]
```

The trial space is spanned by the first level, so $V=W=(1,0)^{\mathsf T}$.

```lean
/-- The one-dimensional trial space spanned by the first level. -/
def pairV : Matrix (Fin 2) (Fin 1) ℝ := !![1; 0]
```

Source and probe are both $b=(2,-1)^{\mathsf T}$. This vector has squared length 5; normalising it divides both responses, and their difference, by 5.

```lean
/-- The source vector `(2, -1)`. -/
def pairB : Fin 2 → ℝ := ![2, -1]
```

For $z^2\neq1$, multiplying out confirms that

$$(z-A)^{-1}=\frac1{z^2-1}\begin{pmatrix}z&1\\1&z\end{pmatrix}.$$

```lean
/-- The resolvent of the two-level matrix in closed form. -/
theorem pair_green {z : ℝ} (hz : z ^ 2 - 1 ≠ 0) :
    green pairA z = (z ^ 2 - 1)⁻¹ • !![z, 1; 1, z] := by
  have h : pencil pairA z * !![z, 1; 1, z] = (z ^ 2 - 1) • (1 : Matrix (Fin 2) (Fin 2) ℝ) := by
    ext i j
    fin_cases i <;> fin_cases j <;>
      simp [pencil, pairA, Matrix.mul_apply, Fin.sum_univ_two, Matrix.one_fin_two] <;> ring
  apply Matrix.inv_eq_right_inv
  rw [Matrix.mul_smul, h, smul_smul, inv_mul_cancel₀ hz, one_smul]
```

The projected matrix is the energy of the first level, $H=V^{\mathsf T}AV=0$.

```lean
/-- The projected two-level matrix is zero. -/
theorem pair_reduced : reduced pairA pairV pairV = 0 := by
  ext i j
  fin_cases i; fin_cases j
  simp [reduced, pairA, pairV, Matrix.mul_apply, Fin.sum_univ_succ]
```

At $s=2$ we have $\det(s-A)=3$ and $s-H=2$, both nonzero. Moreover

$$(2-A)^{-1}b=\frac13\begin{pmatrix}2&1\\1&2\end{pmatrix}\begin{pmatrix}2\\-1\end{pmatrix}=\begin{pmatrix}1\\0\end{pmatrix},$$

which lies in the trial space. Since $A$ is symmetric, the left condition holds too, and every hypothesis of `hermite_match` is met.

```lean
/-- The two-level model with `W = V`, `c = b = (2, -1)` and `s = 2` meets all hypotheses of
the two-sided matching theorem. -/
theorem hermite_match_witness :
    pairVᵀ * pairV = 1 ∧ (pencil pairA 2).det ≠ 0 ∧
    (pencil (reduced pairA pairV pairV) 2).det ≠ 0 ∧
    green pairA 2 *ᵥ pairB ∈ Set.range pairV.mulVec ∧
    green pairAᵀ 2 *ᵥ pairB ∈ Set.range pairV.mulVec := by
  have hS : pairAᵀ = pairA := by
    ext i j
    fin_cases i <;> fin_cases j <;> simp [pairA]
  have hr : green pairA 2 *ᵥ pairB ∈ Set.range pairV.mulVec := by
    refine ⟨![1], ?_⟩
    rw [pair_green (by norm_num)]
    ext i
    fin_cases i <;>
      simp [pairV, pairB, Matrix.mulVec, dotProduct, Fin.sum_univ_succ]
    norm_num
  refine ⟨?_, ?_, ?_, hr, by rw [hS]; exact hr⟩
  · ext i j
    fin_cases i; fin_cases j
    simp [pairV, Matrix.mul_apply, Fin.sum_univ_succ]
  · rw [Matrix.det_fin_two]
    norm_num [pencil, pairA]
  · rw [pair_reduced]
    simp [pencil]
```

The two responses are $f(z)=(5z-4)/(z^2-1)$ and $\hat f(z)=4/z$. Away from the poles,

$$f(z)-\hat f(z)=\frac{5z-4}{z^2-1}-\frac4z=\frac{(z-2)^2}{z(z^2-1)} .$$

For the normalised source the error is $(z-2)^2/\big(5z(z^2-1)\big)$. The double zero at $z=2$ displays the matching of value and slope. The remaining factor is $1/6$ there, so the second derivatives differ.

```lean
/-- In the two-level model the full response minus the reduced response is exactly
`(z - 2)² / (z (z² - 1))` away from the poles. -/
theorem pair_error {z : ℝ} (h0 : z ≠ 0) (hz : z ^ 2 - 1 ≠ 0) :
    response pairA pairB pairB z - reducedResponse pairA pairV pairV pairB pairB z
      = (z - 2) ^ 2 / (z * (z ^ 2 - 1)) := by
  have hg : green (0 : Matrix (Fin 1) (Fin 1) ℝ) z = z⁻¹ • 1 := by
    apply Matrix.inv_eq_right_inv
    rw [pencil, sub_zero, Matrix.smul_mul, Matrix.one_mul, smul_smul,
      mul_inv_cancel₀ h0, one_smul]
  have h1 : pairB ⬝ᵥ (!![z, 1; 1, z] *ᵥ pairB) = 5 * z - 4 := by
    simp [pairB, Matrix.mulVec, dotProduct, Fin.sum_univ_succ]
    ring
  have h2 : (pairVᵀ *ᵥ pairB) ⬝ᵥ (pairVᵀ *ᵥ pairB) = 4 := by
    simp [pairB, pairV, Matrix.mulVec, dotProduct, Fin.sum_univ_succ]
    norm_num
  unfold reducedResponse response
  rw [pair_reduced, hg, pair_green hz, Matrix.smul_mulVec, Matrix.smul_mulVec,
    dotProduct_smul, dotProduct_smul, Matrix.one_mulVec, h1, h2, smul_eq_mul, smul_eq_mul]
  field_simp
  ring

end

end RationalKrylov
```

## Losing the slope without the left condition

Keep $A$, $V=W$, $b$ and $s=2$, but change the probe to $c=(0,1)^{\mathsf T}$. Then

$$(2-A^{\mathsf T})^{-1}c=\tfrac13(1,2)^{\mathsf T}$$

is not in the range of $W$, while all the other hypotheses still hold. The full response becomes

$$f(z)=\frac{2-z}{z^2-1},$$

and the reduced response vanishes identically because $V^{\mathsf T}c=0$. Both are zero at $z=2$, in line with `value_match`, but the slopes are $-1/3$ and $0$. This variant is worked out here by hand and is not among the theorems of the file.

```lean
#print axioms RationalKrylov.hermite_match
#print axioms RationalKrylov.symmetric_match
#print axioms RationalKrylov.pair_error
```

```
'RationalKrylov.hermite_match' depends on axioms: [propext, Classical.choice, Quot.sound]
'RationalKrylov.symmetric_match' depends on axioms: [propext, Classical.choice, Quot.sound]
'RationalKrylov.pair_error' depends on axioms: [propext, Classical.choice, Quot.sound]
```
